# If a partition sum converges at one positive temperature, exp(b E0) Z(b) tends to the ground-state degeneracy as T → 0

Cool a trapped particle towards absolute zero and its thermal state should settle into the lowest level. The particle has infinitely many excited states, however. Each becomes negligible on cooling, but that alone does not make their sum negligible. The question is whether the ground level still wins, and what remains of the partition function when it does.

Let E_n be the energy of state n, and let b = 1/(k_B T), usually written β. The one assumption is that exp(-b0 E_n) is summable for some b0 > 0. Physically, the system has a normalisable Gibbs distribution at the temperature belonging to b0. This holds for a harmonic trap but fails for an isolated hydrogen atom, whose infinitely many bound states below zero energy each contribute more than 1.

## States, levels and Boltzmann sums

The index type `ι` labels states, so a degenerate level appears as a repeated value of `E : ι → ℝ`. Taking `ι` to be the natural numbers gives the usual sequence; finite spectra are included.

```lean
import Mathlib

open Filter Topology

namespace ZeroTemperatureLimit

noncomputable section

variable {ι : Type*} {E : ι → ℝ} {b0 b E0 : ℝ}
```

The partition function is

Z(b) = Σ_n exp(-b E_n).

Lean's `∑'` returns 0 for a divergent sum. This can happen only at b < b0, which does not affect the limit b → ∞.

```lean
/-- The partition function `Z(b) = ∑ exp(-b E_n)` at inverse temperature `b`,
for those `b` at which the sum converges. -/
def partitionFunction (E : ι → ℝ) (b : ℝ) : ℝ := ∑' n, Real.exp (-b * E n)
```

The population of state n, textbook p_n, is exp(-b E_n)/Z(b).

```lean
/-- The Boltzmann population `exp(-b E_n) / Z(b)` of state `n`, for a nonempty set of states
and those `b` at which the sum `Z(b)` converges. -/
def population (E : ι → ℝ) (b : ℝ) (n : ι) : ℝ :=
  Real.exp (-b * E n) / partitionFunction E b
```

Energies enter as given real numbers. Identifying them with the eigenvalues of a Hamiltonian H, and Z(b) with Tr exp(-bH), is the step from this model to a quantum system. The system is also held fixed while b grows, so no thermodynamic limit is involved.

## A lowest level exists

If E_n ≤ c, then

exp(-b0 E_n) ≥ exp(-b0 c) > 0.

Only finitely many terms of a summable family can stay above a fixed positive number, so only finitely many states lie at or below c. In Lean, `tendsto_cofinite_zero` supplies this: "eventually" along the cofinite filter means "with finitely many exceptions".

```lean
/-- If the Boltzmann factors are summable at some `b0 > 0`, only finitely many states
have energy at most `c`. -/
theorem finite_levels_below (hb0 : 0 < b0)
    (h : Summable fun n => Real.exp (-b0 * E n)) (c : ℝ) : {n | E n ≤ c}.Finite := by
  -- summable terms are eventually smaller than the Boltzmann factor of `c`
  have hev := h.tendsto_cofinite_zero.eventually_lt_const (Real.exp_pos (-b0 * c))
  refine (Filter.eventually_cofinite.mp hev).subset fun n hn => ?_
  have hn' : E n ≤ c := hn
  exact not_lt_of_ge (Real.exp_le_exp.2 (by nlinarith))
```

Choose any state k. Among the finitely many states with E_n ≤ E_k, one, say a, has the least energy. Every state outside this set lies above E_k ≥ E_a, so a is a global minimum.

```lean
/-- If the Boltzmann factors of a nonempty set of states are summable at some `b0 > 0`,
there is a lowest energy level, and it is attained. -/
theorem exists_ground_level [Nonempty ι] (hb0 : 0 < b0)
    (h : Summable fun n => Real.exp (-b0 * E n)) : ∃ a, ∀ m, E a ≤ E m := by
  obtain ⟨k⟩ := ‹Nonempty ι›
  obtain ⟨a, ha, hmin⟩ := Set.exists_min_image {n | E n ≤ E k} E
    (finite_levels_below hb0 h (E k)) ⟨k, le_refl (E k)⟩
  have ha' : E a ≤ E k := ha
  refine ⟨a, fun m => ?_⟩
  rcases le_total (E m) (E k) with hm | hm
  · exact hmin m hm
  · exact ha'.trans hm
```

The lower bound E_a carries convergence to all lower temperatures. For b ≥ b0,

exp(-b E_n) = exp(-(b - b0) E_n) exp(-b0 E_n) ≤ exp(-(b - b0) E_a) exp(-b0 E_n),

and the right-hand side is a constant times a summable term. The `nlinarith` call uses (b - b0)(E_n - E_a) ≥ 0.

```lean
/-- If the partition sum of a nonempty set of states converges at some `b0 > 0`,
it converges at every lower temperature, `b ≥ b0`. -/
theorem summable_boltzmann [Nonempty ι] (hb0 : 0 < b0)
    (h : Summable fun n => Real.exp (-b0 * E n)) (hb : b0 ≤ b) :
    Summable fun n => Real.exp (-b * E n) := by
  obtain ⟨a, ha⟩ := exists_ground_level hb0 h
  refine Summable.of_nonneg_of_le (fun n => (Real.exp_pos _).le) (fun n => ?_)
    (h.mul_left (Real.exp (-(b - b0) * E a)))
  rw [← Real.exp_add]
  exact Real.exp_le_exp.2
    (by nlinarith [mul_nonneg (sub_nonneg.2 hb) (sub_nonneg.2 (ha n))])
```

## Each state on its own

Write E0 for the lowest energy, called E_a above. Measure energies from E0 and define

w_n(b) = exp(b E0) exp(-b E_n) = exp(-b(E_n - E0)).

If E_n = E0, this is 1 for every b. If E_n > E0, it tends to 0.

```lean
/-- Measured from an energy `E0 ≤ E_n`, the Boltzmann factor of state `n` tends to one
if `E_n = E0` and to zero otherwise, as the temperature goes to zero. -/
theorem tendsto_weight {n : ι} (hn : E0 ≤ E n) :
    Tendsto (fun b : ℝ => Real.exp (b * E0) * Real.exp (-b * E n)) atTop
      (𝓝 (if E n = E0 then 1 else 0)) := by
  have e : ∀ b : ℝ, Real.exp (b * E0) * Real.exp (-b * E n)
      = Real.exp (-(b * (E n - E0))) := by
    intro b
    rw [← Real.exp_add]
    congr 1
    ring
  simp only [e]
  split_ifs with h
  · simp [h]
  · have hpos : 0 < E n - E0 := sub_pos.2 (lt_of_le_of_ne hn (Ne.symm h))
    exact Real.tendsto_exp_neg_atTop_nhds_zero.comp (tendsto_id.atTop_mul_const hpos)
```

Adding the limits counts the ground states:

Σ_n (1 if E_n = E0, otherwise 0) = g.

Lean writes g as `{n | E n = E0}.ncard`, and reduces the sum to one over that finite set.

```lean
/-- Counting the states of energy `E0`, when they are finitely many, by summing
one for each of them and zero for all others. -/
theorem hasSum_degeneracy (hfin : {n | E n = E0}.Finite) :
    HasSum (fun n => if E n = E0 then (1 : ℝ) else 0) ({n | E n = E0}.ncard : ℝ) := by
  have hs : ∑ n ∈ hfin.toFinset, (if E n = E0 then (1 : ℝ) else 0)
      = ({n | E n = E0}.ncard : ℝ) := by
    calc ∑ n ∈ hfin.toFinset, (if E n = E0 then (1 : ℝ) else 0)
        = ∑ n ∈ hfin.toFinset, (1 : ℝ) :=
          Finset.sum_congr rfl fun n hn => if_pos (hfin.mem_toFinset.mp hn)
      _ = ({n | E n = E0}.ncard : ℝ) := by
          rw [Set.ncard_eq_toFinset_card _ hfin]
          simp
  rw [← hs]
  exact hasSum_sum_of_ne_finset_zero fun n hn =>
    if_neg fun h => hn (hfin.mem_toFinset.mpr h)
```

## Exchanging the limit and the infinite sum

Termwise limits do not determine the limit of a sum. A single unit of weight that moves to ever higher n leaves every fixed term tending to 0, while the total stays 1. Here a bound independent of b rules this out: for b ≥ b0,

0 ≤ w_n(b) ≤ w_n(b0), with Σ_n w_n(b0) finite.

Hence

exp(b E0) Z(b) = Σ_n w_n(b) → g.

The Mathlib theorem that does this is `tendsto_tsum_of_dominated_convergence`. It takes three inputs: a summable bound, here the weights at b0; a limit for each term, from `tendsto_weight`; and the inequality between them, required only eventually in b. The last is why `eventually_ge_atTop b0` suffices. Afterwards `tsum_mul_left` takes exp(b E0) out of the sum.

In words, the theorem says that, for a nonempty set of states with summable Boltzmann factors at some b0 > 0, there is an energy E0 that is attained and lies below or at all others (`IsLeast (Set.range E) E0`), that finitely many states and at least one have this energy, and that exp(b E0) Z(b) tends to their number.

```lean
/-- Zero-temperature limit: if the Boltzmann factors of a nonempty set of states are summable
at some `b0 > 0`, there is a least level `E0`, it has a finite degeneracy `g ≥ 1`, and
`exp(b E0) Z(b)` tends to `g` as `b` tends to infinity. -/
theorem zero_temperature_limit [Nonempty ι] (hb0 : 0 < b0)
    (h : Summable fun n => Real.exp (-b0 * E n)) :
    ∃ E0, IsLeast (Set.range E) E0 ∧ {n | E n = E0}.Finite ∧ 1 ≤ {n | E n = E0}.ncard ∧
      Tendsto (fun b => Real.exp (b * E0) * partitionFunction E b) atTop
        (𝓝 ({n | E n = E0}.ncard : ℝ)) := by
  obtain ⟨a, ha⟩ := exists_ground_level hb0 h
  have hfin : {n | E n = E a}.Finite :=
    (finite_levels_below hb0 h (E a)).subset fun n hn => (show E n = E a from hn).le
  refine ⟨E a, ⟨⟨a, rfl⟩, ?_⟩, hfin, (Set.ncard_pos hfin).2 ⟨a, rfl⟩, ?_⟩
  · rintro _ ⟨m, rfl⟩
    exact ha m
  -- the weights at `b0` dominate those at all larger `b`
  have hlim := tendsto_tsum_of_dominated_convergence (𝓕 := atTop)
    (f := fun (b : ℝ) n => Real.exp (b * E a) * Real.exp (-b * E n))
    (g := fun n => if E n = E a then (1 : ℝ) else 0)
    (h.mul_left (Real.exp (b0 * E a))) (fun n => tendsto_weight (ha n)) (by
      filter_upwards [eventually_ge_atTop b0] with b hb n
      rw [Real.norm_of_nonneg (by positivity), ← Real.exp_add, ← Real.exp_add]
      exact Real.exp_le_exp.2
        (by nlinarith [mul_nonneg (sub_nonneg.2 hb) (sub_nonneg.2 (ha n))]))
  rw [(hasSum_degeneracy hfin).tsum_eq] at hlim
  simpa only [partitionFunction, tsum_mul_left] using hlim
```

## The gap sets the rate

Only finitely many excited states lie within one energy unit of E0. If there are any, the lowest of them fixes a gap Δ > 0; if there are none, Δ = 1 serves.

```lean
/-- If the Boltzmann factors are summable at some `b0 > 0`, the least level `E0` is separated
from all other levels by a positive gap. -/
theorem exists_gap (hb0 : 0 < b0) (h : Summable fun n => Real.exp (-b0 * E n))
    (hE0 : IsLeast (Set.range E) E0) : ∃ Δ > 0, ∀ n, E n ≠ E0 → E0 + Δ ≤ E n := by
  have hfin : {n | E n ≤ E0 + 1 ∧ E n ≠ E0}.Finite :=
    (finite_levels_below hb0 h (E0 + 1)).subset fun n hn => hn.1
  by_cases hne : {n | E n ≤ E0 + 1 ∧ E n ≠ E0}.Nonempty
  · -- the gap is set by the lowest of the finitely many nearby excited levels
    obtain ⟨a, ha, hmin⟩ := Set.exists_min_image _ E hfin hne
    refine ⟨E a - E0, sub_pos.2 (lt_of_le_of_ne (hE0.2 ⟨a, rfl⟩) (Ne.symm ha.2)), ?_⟩
    intro n hn
    rcases le_total (E n) (E0 + 1) with hc | hc
    · linarith [hmin n ⟨hc, hn⟩]
    · linarith [ha.1]
  · refine ⟨1, one_pos, fun n hn => ?_⟩
    by_contra hc
    exact hne ⟨n, (not_le.mp hc).le, hn⟩
```

Subtracting g leaves the excited states:

R(b) = exp(b E0) Z(b) - g = Σ over E_n ≠ E0 of exp(-b(E_n - E0)).

Since E_n - E0 ≥ Δ in every term, for b ≥ b0

R(b) ≤ exp(-(b - b0)Δ) R(b0).

Lean compares the two sums term by term with `hasSum_le`; the ground-state terms vanish on both sides. The statement accepts any real Δ satisfying `hgap`, and gives decay when Δ > 0.

```lean
/-- Let the Boltzmann factors be summable at `b0 > 0`, and let every level other than `E0` lie at or
above `E0 + Δ`. For `b ≥ b0`, the excess of `exp(b E0) Z(b)` over the degeneracy of `E0` is at most
`exp(-(b - b0) Δ)` times its value at `b0`. -/
theorem excess_le_exp_gap [Nonempty ι] {Δ : ℝ} (hb0 : 0 < b0)
    (h : Summable fun n => Real.exp (-b0 * E n)) (hb : b0 ≤ b)
    (hgap : ∀ n, E n ≠ E0 → E0 + Δ ≤ E n) :
    Real.exp (b * E0) * partitionFunction E b - {n | E n = E0}.ncard ≤
      Real.exp (-(b - b0) * Δ) *
        (Real.exp (b0 * E0) * partitionFunction E b0 - {n | E n = E0}.ncard) := by
  have hfin : {n | E n = E0}.Finite :=
    (finite_levels_below hb0 h E0).subset fun n hn => (show E n = E0 from hn).le
  -- the excess is the sum over the levels different from `E0`
  have H : ∀ c, b0 ≤ c → HasSum
      (fun n => Real.exp (c * E0) * Real.exp (-c * E n) - if E n = E0 then (1 : ℝ) else 0)
      (Real.exp (c * E0) * partitionFunction E c - {n | E n = E0}.ncard) := fun c hc =>
    ((summable_boltzmann hb0 h hc).hasSum.mul_left _).sub (hasSum_degeneracy hfin)
  refine hasSum_le (fun n => ?_) (H b hb) ((H b0 le_rfl).mul_left _)
  by_cases hn : E n = E0
  · have e : ∀ c : ℝ, Real.exp (c * E0) * Real.exp (-c * E0) = 1 := by
      intro c
      rw [← Real.exp_add, show c * E0 + -c * E0 = 0 by ring, Real.exp_zero]
    simp only [hn, e, ↓reduceIte, sub_self, mul_zero, le_refl]
  · simp only [hn, ↓reduceIte, sub_zero, ← Real.exp_add]
    exact Real.exp_le_exp.2
      (by nlinarith [mul_nonneg (sub_nonneg.2 hb) (sub_nonneg.2 (hgap n hn))])
```

Take one spin-1/2 particle in a one-dimensional harmonic trap without a magnetic field. Each level ħω(k + 1/2), k = 0, 1, 2, …, occurs twice, so g = 2, Δ = ħω and

exp(b E0) Z(b) = 2/(1 - exp(-bħω)).

At bħω = 5 this is about 2.0136, an excess of 0.0136. Starting from b0ħω = 1, where the excess is about 1.164, the bound gives 0.0213. A program that sums over states numerically can use the same shift: it adds up exp(-b(E_n - E0)) and recovers ln Z as -b E0 plus the logarithm of that sum, which avoids overflow or underflow from a large common factor.

## Populations at zero temperature

The factor exp(b E0) cancels from the population:

p_n(b) = w_n(b) / (exp(b E0) Z(b)).

The numerator tends to 1 or 0 and the denominator to g ≥ 1. Each ground state therefore receives population 1/g, and every other state 0. For a quantum system whose spectrum meets the summability condition, cooling the Gibbs state thus leads to equal weights 1/g on the members of any orthonormal basis of the ground level, and to a pure state only if g = 1.

```lean
/-- If the Boltzmann factors are summable at some `b0 > 0` and `E0` is the least level, of
degeneracy `g`, then as `b` tends to infinity the population of each state of energy `E0`
tends to `1/g` and that of every other state to zero. -/
theorem tendsto_population (hb0 : 0 < b0) (h : Summable fun n => Real.exp (-b0 * E n))
    (hE0 : IsLeast (Set.range E) E0) (n : ι) :
    Tendsto (fun b => population E b n) atTop
      (𝓝 (if E n = E0 then 1 / ({m | E m = E0}.ncard : ℝ) else 0)) := by
  have : Nonempty ι := ⟨n⟩
  obtain ⟨E1, hE1, -, hg, hZ⟩ := zero_temperature_limit hb0 h
  obtain rfl : E1 = E0 := hE1.unique hE0
  have hg0 : ({m | E m = E1}.ncard : ℝ) ≠ 0 := Nat.cast_ne_zero.2 (by omega)
  have hlim := (tendsto_weight (hE0.2 ⟨n, rfl⟩)).div hZ hg0
  -- the common factor `exp(b E0)` cancels in the population
  have hp : ∀ b, population E b n = Real.exp (b * E1) * Real.exp (-b * E n) /
      (Real.exp (b * E1) * partitionFunction E b) := fun b =>
    (mul_div_mul_left _ _ (Real.exp_pos (b * E1)).ne').symm
  simp only [hp]
  have hval : (if E n = E1 then 1 / ({m | E m = E1}.ncard : ℝ) else 0) =
      (if E n = E1 then (1 : ℝ) else 0) / ({m | E m = E1}.ncard : ℝ) := by
    split_ifs <;> simp
  rw [hval]
  exact hlim

end

end ZeroTemperatureLimit
```

```lean
#print axioms ZeroTemperatureLimit.zero_temperature_limit
#print axioms ZeroTemperatureLimit.exists_gap
#print axioms ZeroTemperatureLimit.excess_le_exp_gap
#print axioms ZeroTemperatureLimit.tendsto_population
```

```
'ZeroTemperatureLimit.zero_temperature_limit' depends on axioms: [propext, Classical.choice, Quot.sound]
'ZeroTemperatureLimit.exists_gap' depends on axioms: [propext, Classical.choice, Quot.sound]
'ZeroTemperatureLimit.excess_le_exp_gap' depends on axioms: [propext, Classical.choice, Quot.sound]
'ZeroTemperatureLimit.tendsto_population' depends on axioms: [propext, Classical.choice, Quot.sound]
```
